# Self-energy from an Einstein mode in the wide-band limit, and the quasiparticle slope $1/(1+\lambda)$

Let an electron couple with strength $g$, the same for all momenta, to phonons of one fixed energy $w>0$, in a half-filled band $[-D,D]$ with constant density of states $N$ per site and spin, at zero temperature. At each energy $|x|<w$, its second-order self-energy, without the constant Hartree term, tends, as $D\to\infty$ with $g^2N$ held fixed, to

$$\Sigma(x)=g^2N\,\log\frac{w-x}{w+x}.$$

This function is odd and has slope $-\lambda$ at zero, with $\lambda=2g^2N/w$. If $N\ge 0$, a quasiparticle energy $E(\xi)$ that solves $E-\Sigma(E)=\xi$ with $|E|<w$, for bare energies $\xi$ near zero, satisfies $dE/d\xi=1/(1+\lambda)$ at $\xi=0$.

## From two integrals to a logarithm

Energies are measured from the chemical potential, which lies at the band centre, and $\hbar=1$. The Hartree term does not depend on energy or momentum; it is absorbed in the chemical potential and left out below. At zero temperature the states with $e>0$ are empty and those with $e<0$ are occupied, so the self-energy is

$$\Sigma_D(x)=g^2N\left[\int_0^D\frac{de}{x-e-w}+\int_{-D}^0\frac{de}{x-e+w}\right].$$

For $|x|<w$ the first denominator is negative and the second positive throughout. The integrals are therefore ordinary ones:

$$\int_0^D\frac{de}{x-e-w}=\bigl[-\log(e+w-x)\bigr]_0^D=\log(w-x)-\log(D+w-x),$$

$$\int_{-D}^0\frac{de}{x-e+w}=\bigl[-\log(x-e+w)\bigr]_{-D}^0=\log(D+w+x)-\log(w+x).$$

Their sum gives an exact formula at finite $D$:

$$\Sigma_D(x)=\Sigma(x)+g^2N\log\frac{D+w+x}{D+w-x}.$$

The last ratio equals $1+2x/(D+w-x)$. It tends to one, so the correction vanishes as $D\to\infty$.

Replacing $x$ by $-x$ inverts the argument of the logarithm in $\Sigma$, hence $\Sigma(-x)=-\Sigma(x)$. Differentiation gives

$$\Sigma'(x)=g^2N\left[-\frac1{w-x}-\frac1{w+x}\right]=-\frac{2g^2Nw}{w^2-x^2},\qquad \Sigma'(0)=-\frac{2g^2N}{w}=-\lambda.$$

At the smallest bandwidth, $D=0$, the correction cancels $\Sigma(x)$ exactly, as it must when both integrals are empty.

## The slope of the quasiparticle energy

Take $N\ge0$. Then $\Sigma$ does not increase on $(-w,w)$, and $F(E)=E-\Sigma(E)$ is strictly increasing there. For $|\xi|<w$, the signs of $\Sigma$ give $F(|\xi|)\ge|\xi|$ and $F(-|\xi|)\le-|\xi|$. By the intermediate value theorem $F(E)=\xi$ has a solution in $[-|\xi|,|\xi|]$, and monotonicity makes it the only one with $|E|<w$.

Any solution obeys $|E|\le|\xi|$. If $E\ge0$, then $\Sigma(E)\le0$ and $\xi=E-\Sigma(E)\ge E$; the case $E\le0$ is the mirror image. Hence $E(0)=0$ and $E(\xi)\to0$ as $\xi\to0$. For $\xi\neq0$ we also have $E(\xi)\neq0$, because $F(0)=0$, and so

$$\frac{E(\xi)}{\xi}=\left[\frac{F(E(\xi))}{E(\xi)}\right]^{-1}\longrightarrow\frac1{F'(0)}=\frac1{1+\lambda}.$$

For a bare dispersion $\xi=v(k-k_F)$, with velocity $v$ and Fermi momentum $k_F$, the chain rule turns this into the velocity $v/(1+\lambda)$, which is a mass larger by the factor $1+\lambda$. In this model of one mode, second-order coupling and a wide band of constant density, $\lambda$ thus relates a computed band velocity to the quasiparticle velocity at the Fermi level.

As a numerical instance, take $w=1$ and $g^2N=\tfrac12$, so that $\lambda=1$. At $x=0.2$,

$$\Sigma(0.2)=\tfrac12\log\tfrac{0.8}{1.2}\approx-0.2027,$$

close to the linear estimate $-\lambda x=-0.2$. For $D=10$ the correction is $\tfrac12\log(11.2/10.8)\approx0.0182$, which gives $\Sigma_{10}(0.2)\approx-0.1845$. In the wide band, $E=0.2$ belongs to $\xi\approx0.4027$, and $E/\xi\approx0.497$ is already near $1/(1+\lambda)=0.5$.

## Definitions of the self-energies and the coupling

```lean
import Mathlib

open Filter Topology

namespace EinsteinMassEnhancement

noncomputable section
```

All quantities are real numbers. No infinitesimal imaginary part is needed, since the theorems about the integrals stay in the window $|x|<w$.

```lean
/-- Second-order self-energy, at an energy `x` with `|x| < w`, of an electron coupled with strength
`g` to an Einstein mode of energy `w`, in a band of constant density of states `N` on `[-D, D]`,
half filled at zero temperature. -/
def bandSelfEnergy (g N w D x : ℝ) : ℝ :=
  g ^ 2 * N * ((∫ e in (0 : ℝ)..D, 1 / (x - e - w)) + ∫ e in (-D)..(0 : ℝ), 1 / (x - e + w))
```

`bandSelfEnergy` is $\Sigma_D(x)$. The expression is taken as the definition; it is not derived from a Hamiltonian. It stands for second-order coupling to a dispersionless mode at zero temperature, with a bare electron propagator, a coupling independent of momentum and a half-filled band; the constant Hartree term is left out.

```lean
/-- The closed form `g² N log ((w - x) / (w + x))` of the wide-band self-energy. -/
def selfEnergy (g N w x : ℝ) : ℝ :=
  g ^ 2 * N * Real.log ((w - x) / (w + x))
```

`selfEnergy` is the closed form $\Sigma(x)$, defined separately so that the limit is a theorem.

```lean
/-- The dimensionless electron-phonon coupling `λ = 2 g² N / w`. -/
def coupling (g N w : ℝ) : ℝ := 2 * g ^ 2 * N / w
```

With $g$ an energy and $N$ an inverse energy, `coupling` is the dimensionless $\lambda$.

## The exact formula at finite bandwidth

```lean
variable {g N w x D : ℝ}

/-- The contribution of the empty states, integrated over the upper half of the band. -/
theorem integral_empty (hx : |x| < w) (hD : 0 ≤ D) :
    ∫ e in (0 : ℝ)..D, 1 / (x - e - w) = Real.log (w - x) - Real.log (D + w - x) := by
  obtain ⟨_, hxw⟩ := abs_lt.mp hx
  have h : ∀ e ∈ Set.uIcc 0 D,
      HasDerivAt (fun e : ℝ => -Real.log (e + w - x)) (1 / (x - e - w)) e := by
    intro e he
    rw [Set.uIcc_of_le hD] at he
    have hp : 0 < e + w - x := by linarith [he.1]
    have h1 : HasDerivAt (fun e : ℝ => e + w - x) 1 e :=
      ((hasDerivAt_id' e).add_const w).sub_const x
    refine (h1.log hp.ne').fun_neg.congr_deriv ?_
    rw [show x - e - w = -(e + w - x) by ring, div_neg]
  have hc : ContinuousOn (fun e : ℝ => 1 / (x - e - w)) (Set.uIcc 0 D) := by
    refine ContinuousOn.div continuousOn_const (by fun_prop) ?_
    intro e he
    rw [Set.uIcc_of_le hD] at he
    exact ne_of_lt (by linarith [he.1])
  rw [intervalIntegral.integral_eq_sub_of_hasDerivAt h hc.intervalIntegrable]
  simp only [zero_add]
  ring
```

The hypothesis `hx` is the window $|x|<w$, and `hD` allows every $D\ge0$. The proof checks that $-\log(e+w-x)$ has the integrand as its derivative on the whole interval. It then applies the fundamental theorem of calculus, with integrability supplied by continuity.

```lean
/-- The contribution of the occupied states, integrated over the lower half of the band. -/
theorem integral_occupied (hx : |x| < w) (hD : 0 ≤ D) :
    ∫ e in (-D)..(0 : ℝ), 1 / (x - e + w) = Real.log (D + w + x) - Real.log (w + x) := by
  obtain ⟨hwx, _⟩ := abs_lt.mp hx
  have hD' : -D ≤ 0 := by linarith
  have hp : ∀ e ∈ Set.uIcc (-D) 0, x - e + w ≠ 0 := by
    intro e he
    rw [Set.uIcc_of_le hD'] at he
    exact ne_of_gt (by linarith [he.2])
  have h : ∀ e ∈ Set.uIcc (-D) 0,
      HasDerivAt (fun e : ℝ => -Real.log (x - e + w)) (1 / (x - e + w)) e := by
    intro e he
    have h1 : HasDerivAt (fun e : ℝ => x - e + w) (-1) e :=
      ((hasDerivAt_id' e).const_sub x).add_const w
    refine (h1.log (hp e he)).fun_neg.congr_deriv ?_
    ring
  have hc : ContinuousOn (fun e : ℝ => 1 / (x - e + w)) (Set.uIcc (-D) 0) :=
    ContinuousOn.div continuousOn_const (by fun_prop) hp
  rw [intervalIntegral.integral_eq_sub_of_hasDerivAt h hc.intervalIntegrable,
    show x - 0 + w = w + x by ring, show x - -D + w = D + w + x by ring]
  ring
```

The occupied half is treated in the same way, with antiderivative $-\log(x-e+w)$.

```lean
/-- At finite bandwidth the self-energy is the wide-band form plus an explicit logarithmic
correction. -/
theorem bandSelfEnergy_eq (hx : |x| < w) (hD : 0 ≤ D) :
    bandSelfEnergy g N w D x =
      selfEnergy g N w x + g ^ 2 * N * Real.log ((D + w + x) / (D + w - x)) := by
  obtain ⟨h1, h2⟩ := abs_lt.mp hx
  unfold bandSelfEnergy selfEnergy
  rw [integral_empty hx hD, integral_occupied hx hD,
    Real.log_div (ne_of_gt (by linarith)) (ne_of_gt (by linarith)),
    Real.log_div (ne_of_gt (by linarith)) (ne_of_gt (by linarith))]
  ring
```

Here the two integrals are inserted and `Real.log_div` splits the logarithms of ratios, which is legitimate because every numerator and denominator is nonzero. `ring` matches the terms.

## Oddness, slope and limit

```lean
/-- The wide-band self-energy is an odd function of the energy. -/
theorem selfEnergy_neg (g N w x : ℝ) : selfEnergy g N w (-x) = -selfEnergy g N w x := by
  unfold selfEnergy
  rw [show (w - -x) / (w + -x) = ((w - x) / (w + x))⁻¹ by
    rw [inv_div, sub_neg_eq_add, ← sub_eq_add_neg], Real.log_inv]
  ring
```

The argument of the logarithm is rewritten as an inverse, and `Real.log_inv` produces the sign. The statement has no window hypothesis because Lean's logarithm and division are defined everywhere; it is used here only for $|x|<w$.

```lean
/-- The slope of the wide-band self-energy at any energy `x` with `|x| < w`. -/
theorem hasDerivAt_selfEnergy (g N : ℝ) (hx : |x| < w) :
    HasDerivAt (selfEnergy g N w) (-(2 * g ^ 2 * N * w / (w ^ 2 - x ^ 2))) x := by
  obtain ⟨h1, h2⟩ := abs_lt.mp hx
  have hm : w - x ≠ 0 := ne_of_gt (by linarith)
  have hp : w + x ≠ 0 := ne_of_gt (by linarith)
  have h : HasDerivAt (fun y : ℝ => (w - y) / (w + y))
      ((-1 * (w + x) - (w - x) * 1) / (w + x) ^ 2) x :=
    ((hasDerivAt_id' x).const_sub w).fun_div ((hasDerivAt_id' x).const_add w) hp
  refine ((h.log (div_ne_zero hm hp)).const_mul (g ^ 2 * N)).congr_deriv ?_
  rw [show w ^ 2 - x ^ 2 = (w - x) * (w + x) by ring]
  field_simp
  ring
```

This is $\Sigma'(x)$ at every point of the window. Lean differentiates the quotient $(w-x)/(w+x)$ first and then its logarithm, where the calculation by hand differentiated two logarithms. `field_simp` and `ring` bring the result to the same form.

```lean
/-- For an Einstein mode and a flat band, the self-energy at an energy `|x| < w` tends to `g² N log
((w - x) / (w + x))` as the bandwidth grows; this limit is odd in `x` and has slope `-λ` at zero
energy. -/
theorem wide_band_limit (g N : ℝ) (hw : 0 < w) :
    (∀ x, |x| < w →
      Tendsto (fun D => bandSelfEnergy g N w D x) atTop (𝓝 (selfEnergy g N w x)) ∧
      selfEnergy g N w (-x) = -selfEnergy g N w x) ∧
    HasDerivAt (selfEnergy g N w) (-coupling g N w) 0 := by
  refine ⟨fun x hx => ⟨?_, selfEnergy_neg g N w x⟩, ?_⟩
  · -- the ratio in the finite-band correction tends to one
    have h1 : Tendsto (fun D : ℝ => D + (w - x)) atTop atTop :=
      tendsto_atTop_add_const_right _ _ tendsto_id
    have h2 := (h1.const_div_atTop (2 * x)).const_add 1
    rw [add_zero] at h2
    have h3 := ((h2.log one_ne_zero).const_mul (g ^ 2 * N)).const_add (selfEnergy g N w x)
    rw [Real.log_one, mul_zero, add_zero] at h3
    refine h3.congr' ?_
    filter_upwards [eventually_ge_atTop (0 : ℝ)] with D hD
    have hne : D + w - x ≠ 0 := ne_of_gt (by linarith [(abs_lt.mp hx).2])
    have hr : 1 + 2 * x / (D + (w - x)) = (D + w + x) / (D + w - x) := by
      rw [show D + (w - x) = D + w - x by ring, eq_div_iff hne, add_mul,
        div_mul_cancel₀ _ hne]
      ring
    rw [bandSelfEnergy_eq hx hD, hr]
  · refine (hasDerivAt_selfEnergy g N (by rwa [abs_zero])).congr_deriv ?_
    unfold coupling
    rw [show w ^ 2 - (0 : ℝ) ^ 2 = w * w by ring, mul_div_mul_right _ _ hw.ne']
```

The "flat band" of the docstring is a band with constant density of states, not one without dispersion. The theorem collects three facts: the limit $D\to\infty$ at each fixed $x$ in the window, the oddness of the limit, and its slope $-\lambda$ at zero. The slope is that of the limit function; convergence of the finite-band slopes is not part of the statement. In the proof, `h2` says that $1+2x/(D+(w-x))$ tends to one, and `h3` carries this through the logarithm. The exact formula then identifies the expression with $\Sigma_D(x)$ for all $D\ge0$, which is enough for a limit at infinity.

## Solutions of the quasiparticle equation

```lean
/-- For `N ≥ 0` and energies between `-w` and `w`, the wide-band self-energy does not increase with
energy. -/
theorem selfEnergy_anti {y : ℝ} (hN : 0 ≤ N) (hx : |x| < w) (hy : |y| < w) (hxy : x ≤ y) :
    selfEnergy g N w y ≤ selfEnergy g N w x := by
  obtain ⟨hx1, hx2⟩ := abs_lt.mp hx
  obtain ⟨hy1, hy2⟩ := abs_lt.mp hy
  have hw : 0 ≤ w := by linarith
  have hpx : 0 < w + x := by linarith
  have hpy : 0 < w + y := by linarith
  unfold selfEnergy
  refine mul_le_mul_of_nonneg_left
    (Real.log_le_log (div_pos (by linarith) hpy) ?_) (by positivity)
  rw [div_le_div_iff₀ hpy hpx]
  nlinarith [mul_le_mul_of_nonneg_left hxy hw]
```

The condition `hN`, $N\ge0$, holds for any density of states. Since the logarithm is monotone, it suffices to compare the ratios. After cross-multiplication the inequality reduces to $wx\le wy$. The conclusion is not strict, so zero coupling is included.

```lean
/-- For `N ≥ 0` and a bare energy `|ξ| < w`, the quasiparticle equation `E - Σ(E) = ξ` has exactly
one solution with `|E| < w`. -/
theorem existsUnique_quasiparticle {ξ : ℝ} (g : ℝ) (hN : 0 ≤ N) (hξ : |ξ| < w) :
    ∃! E, |E| < w ∧ E - selfEnergy g N w E = ξ := by
  have h0 : selfEnergy g N w 0 = 0 := by
    have h := selfEnergy_neg g N w 0
    rw [neg_zero] at h
    linarith
  have ha := abs_nonneg ξ
  have hs : selfEnergy g N w |ξ| ≤ 0 := by
    rw [← h0]
    exact selfEnergy_anti hN (by rw [abs_zero]; linarith) (by rwa [abs_abs]) ha
  have hin : ∀ y ∈ Set.Icc (-|ξ|) |ξ|, |y| < w := fun y hy => (abs_le.mpr hy).trans_lt hξ
  have hc : ContinuousOn (fun y => y - selfEnergy g N w y) (Set.Icc (-|ξ|) |ξ|) :=
    fun y hy => ((hasDerivAt_id' y).fun_sub
      (hasDerivAt_selfEnergy g N (hin y hy))).continuousAt.continuousWithinAt
  -- existence by the intermediate value theorem
  have hmem : ξ ∈ Set.Icc (-|ξ| - selfEnergy g N w (-|ξ|)) (|ξ| - selfEnergy g N w |ξ|) := by
    rw [selfEnergy_neg]
    exact ⟨by linarith [neg_abs_le ξ], by linarith [le_abs_self ξ]⟩
  obtain ⟨E, hE, hEq⟩ := intermediate_value_Icc (by linarith) hc hmem
  refine ⟨E, ⟨hin E hE, hEq⟩, ?_⟩
  -- uniqueness by monotonicity
  rintro y ⟨hy, hyEq⟩
  have hEq' : E - selfEnergy g N w E = ξ := hEq
  rcases le_total y E with h | h
  · linarith [selfEnergy_anti (g := g) hN hy (hin E hE) h]
  · linarith [selfEnergy_anti (g := g) hN (hin E hE) hy h]
```

The symbol `∃!` means that there is exactly one such $E$. `hmem` places $\xi$ between the values of $F$ at $-|\xi|$ and $|\xi|$, and `intermediate_value_Icc` yields the solution. For uniqueness, two solutions are put in order by `le_total`, and the monotonicity of $\Sigma$ forces them to be equal.

## The factor $1/(1+\lambda)$

```lean
/-- Mass enhancement: for `N ≥ 0`, a quasiparticle energy `E(ξ)` solving `E - Σ(E) = ξ` with `|E| <
w`, for bare energies `ξ` near zero, has slope `1 / (1 + λ)` at `ξ = 0`. -/
theorem mass_enhancement {E : ℝ → ℝ} (hN : 0 ≤ N)
    (hE : ∀ᶠ ξ in 𝓝 (0 : ℝ), |E ξ| < w ∧ E ξ - selfEnergy g N w (E ξ) = ξ) :
    HasDerivAt E (1 / (1 + coupling g N w)) 0 := by
  have hw : 0 < w := (abs_nonneg _).trans_lt hE.self_of_nhds.1
  have h0 : selfEnergy g N w 0 = 0 := by
    have h := selfEnergy_neg g N w 0
    rw [neg_zero] at h
    linarith
  have hz : |(0 : ℝ)| < w := by rwa [abs_zero]
  -- the interaction pulls the energy towards zero
  have hb : ∀ ξ, |E ξ| < w ∧ E ξ - selfEnergy g N w (E ξ) = ξ → |E ξ| ≤ |ξ| := by
    rintro ξ ⟨h1, h2⟩
    rcases le_total 0 (E ξ) with h | h
    · have hs := selfEnergy_anti (g := g) hN hz h1 h
      rw [abs_of_nonneg h]
      linarith [le_abs_self ξ]
    · have hs := selfEnergy_anti (g := g) hN h1 hz h
      rw [abs_of_nonpos h]
      linarith [neg_le_abs ξ]
  have hE0 : E 0 = 0 := by
    have h := hb 0 hE.self_of_nhds
    rw [abs_zero] at h
    exact abs_eq_zero.mp (le_antisymm h (abs_nonneg _))
  have hcont : ContinuousAt E 0 := by
    have ht := continuous_abs.tendsto (0 : ℝ)
    rw [abs_zero] at ht
    rw [ContinuousAt, hE0]
    exact squeeze_zero_norm' (hE.mono fun ξ h => hb ξ h) ht
  have hf : HasDerivAt (fun y => y - selfEnergy g N w y) (1 - -coupling g N w) (E 0) := by
    rw [hE0]
    exact (hasDerivAt_id' (0 : ℝ)).fun_sub (wide_band_limit g N hw).2
  have hl : 0 ≤ coupling g N w := by
    unfold coupling
    positivity
  -- differentiate the inverse function
  refine (HasDerivAt.of_local_left_inverse hcont hf (ne_of_gt (by linarith))
    (hE.mono fun ξ h => h.2)).congr_deriv ?_
  rw [sub_neg_eq_add, one_div]

end

end EinsteinMassEnhancement
```

The hypothesis `hE` says that, for all $\xi$ in some neighbourhood of zero, `E ξ` lies in the window and solves the quasiparticle equation. The preceding theorem supplies such a function when $w>0$. Neither continuity nor differentiability of $E$ is assumed, and $w>0$ follows from `hE` at $\xi=0$.

The step `hb` is the bound $|E(\xi)|\le|\xi|$. From it come `hE0`, which is $E(0)=0$, and `hcont`, continuity at zero by squeezing. `hf` records $F'(0)=1+\lambda$, which is nonzero because $\lambda\ge0$. `HasDerivAt.of_local_left_inverse` then performs the passage from $F(E)/E$ to $E/\xi$. The slope concerns $\Sigma$, the self-energy after the wide-band limit, and not $\Sigma_D$.

```lean
#print axioms EinsteinMassEnhancement.wide_band_limit
-- 'EinsteinMassEnhancement.wide_band_limit' depends on axioms: [propext, Classical.choice, Quot.sound]
#print axioms EinsteinMassEnhancement.existsUnique_quasiparticle
-- 'EinsteinMassEnhancement.existsUnique_quasiparticle' depends on axioms: [propext, Classical.choice, Quot.sound]
#print axioms EinsteinMassEnhancement.mass_enhancement
-- 'EinsteinMassEnhancement.mass_enhancement' depends on axioms: [propext, Classical.choice, Quot.sound]
```
